# Subtracting the Kramers-Kronig kernel at an anchor frequency w0 multiplies the integrand above the cutoff by (w² − w0²)/(x² − w0²)

In a Kramers-Kronig integral anchored at a frequency w0, the kernel x/(x² − w²) is replaced by its difference from the same kernel at w0. The lemma `anchored_integrand` says that this multiplies the integrand at x by (w² − w0²)/(x² − w0²), provided w and w0 are non-negative and lie below a cutoff W, and x lies above it. It is an identity at each single x, with no integral taken, and `e2` may be any real function. The attempt first shows that x² − w² and x² − w0² are positive, then uses `anchoredKernel_eq` to write the difference of kernels as one fraction, and leaves the remaining algebra to `ring`.

The first attempt, which Lean rejects:

```lean
import Mathlib

open MeasureTheory Set

namespace SubtractiveKramersKronig

noncomputable section

/-- The Kramers-Kronig kernel `x / (x² - w²)` at probe frequency `w`. -/
def kernel (w x : ℝ) : ℝ := x / (x ^ 2 - w ^ 2)

/-- The kernel at `w` minus the kernel at the anchor frequency `w0`. -/
def anchoredKernel (w w0 x : ℝ) : ℝ := kernel w x - kernel w0 x

/-- If `0 ≤ a < b`, then `b² - a²` is positive. -/
lemma gap_pos {a b : ℝ} (ha : 0 ≤ a) (hab : a < b) : 0 < b ^ 2 - a ^ 2 := by
  have h : 0 < (b - a) * (b + a) := mul_pos (by linarith) (by linarith)
  nlinarith [h]

/-- Away from its poles, the anchored kernel is a single fraction proportional
to `w² - w0²`. -/
theorem anchoredKernel_eq {w w0 x : ℝ} (h : x ^ 2 ≠ w ^ 2) (h0 : x ^ 2 ≠ w0 ^ 2) :
    anchoredKernel w w0 x =
      (w ^ 2 - w0 ^ 2) * x / ((x ^ 2 - w ^ 2) * (x ^ 2 - w0 ^ 2)) := by
  unfold anchoredKernel kernel
  rw [div_sub_div _ _ (sub_ne_zero.2 h) (sub_ne_zero.2 h0)]
  congr 1
  ring

/-- Above the cutoff, the anchored integrand is the plain integrand multiplied
by `(w² - w0²) / (x² - w0²)`. -/
lemma anchored_integrand {w w0 W x : ℝ} (e2 : ℝ → ℝ) (hw : 0 ≤ w) (hwW : w < W)
    (hw0 : 0 ≤ w0) (hw0W : w0 < W) (hx : W < x) :
    anchoredKernel w w0 x * e2 x =
      (w ^ 2 - w0 ^ 2) * ((x ^ 2 - w0 ^ 2)⁻¹ * (kernel w x * e2 x)) := by
  have h1 := gap_pos hw (hwW.trans hx)
  have h2 := gap_pos hw0 (hw0W.trans hx)
  rw [anchoredKernel_eq (sub_ne_zero.1 h1.ne') (sub_ne_zero.1 h2.ne')]
  unfold kernel
  ring

end

end SubtractiveKramersKronig
```

The compiler's answer:

```
Try this:
  [apply] ring_nf
  
  The `ring` tactic failed to close the goal. Use `ring_nf` to obtain a normal form.
    
  Note that `ring` works primarily in *commutative* rings. If you have a noncommutative ring, abelian group or module, consider using `noncomm_ring`, `abel` or `module` instead.
Main.lean:35:71: error: unsolved goals
w w0 W x : ℝ
e2 : ℝ → ℝ
hw : 0 ≤ w
hwW : w < W
hw0 : 0 ≤ w0
hw0W : w0 < W
hx : W < x
h1 : 0 < x ^ 2 - w ^ 2
h2 : 0 < x ^ 2 - w0 ^ 2
⊢ w ^ 2 * x * (w ^ 2 * w0 ^ 2 - w ^ 2 * x ^ 2 - w0 ^ 2 * x ^ 2 + x ^ 4)⁻¹ * e2 x -
      w0 ^ 2 * x * (w ^ 2 * w0 ^ 2 - w ^ 2 * x ^ 2 - w0 ^ 2 * x ^ 2 + x ^ 4)⁻¹ * e2 x =
    w ^ 2 * x * e2 x * (-w0 ^ 2 + x ^ 2)⁻¹ * (-w ^ 2 + x ^ 2)⁻¹ -
      w0 ^ 2 * x * e2 x * (-w0 ^ 2 + x ^ 2)⁻¹ * (-w ^ 2 + x ^ 2)⁻¹
```

Cause. The "Try this" message says that `ring` could not close the goal, and the error shows what was left. The two sides are equal, but their denominators are written differently. On the left, `anchoredKernel_eq` has put both factors under one division, and `ring` multiplies them out into a polynomial of degree four in `x` before inverting it. On the right, the two factors are inverted separately. `ring` doesn't factor the polynomial again, so it never sees that its inverse is the product of the other two.

The added line splits the inverse before `ring` can multiply out what is inside. The first `div_eq_mul_inv` turns the division on the left into multiplication by an inverse, and `mul_inv` makes the inverse of the product a product of inverses. Both sides then contain the same two inverses, and `ring` only has to rearrange factors. The second `div_eq_mul_inv` rewrites the division left in the kernel on the right, which is mere tidying, since `ring` reads division as multiplication by an inverse anyway.

Fix (accepted with no message):

```diff
@@ -38,4 +38,5 @@
   rw [anchoredKernel_eq (sub_ne_zero.1 h1.ne') (sub_ne_zero.1 h2.ne')]
   unfold kernel
+  rw [div_eq_mul_inv, mul_inv, div_eq_mul_inv]
   ring
 
```
